# Eckart bound for projectors of equal rank: the excess energy is at least half the gap times the squared distance

## A good energy with the wrong orbitals

A trial density matrix can have an energy very close to the minimum and still describe the wrong state. If the electrons do not interact and the highest occupied and lowest empty levels nearly coincide, moving an electron from one to the other costs almost nothing. A small energy error therefore does not by itself limit the error in the state; together with a positive lower bound on the gap it does.

Take non-interacting electrons in a finite orthonormal basis of spin orbitals, with one-particle Hamiltonian F. A Slater determinant of N electrons has as its one-particle density matrix a Hermitian projector Q of rank N, and its energy is tr(FQ). Let P project onto N lowest orbitals of F, and let g be the gap above them. Then

tr(FQ) − tr(FP) ≥ (g/2) tr((P − Q)²).

In a mean-field calculation this applies to a fixed Fock matrix F, not to the self-consistent total energy, in which F changes with Q.

## The bound as `eckart_bound` states it

The matrices are complex and of size d. Levels are numbered from zero, and N = k + 1 with k + 1 < d, so at least one orbital is filled and one is empty. The gap is g = e_(k+1) − e_k, which may be zero.

- `hC` and `hF` say that the columns of `C` are orthonormal eigenvectors of `F` with real levels `e`. This makes F Hermitian.
- `he` puts the levels in increasing order.
- `density C S` is the projector onto the columns in the occupied set `S`; here `S` is `Finset.Iic` of k, the indices 0 to k.
- `hH`, `hQ` and `hr` make `Q` a Hermitian projector of rank k + 1.

Traces enter through their real parts. Fractional occupations and non-orthogonal basis sets are not covered.

## Orbital-by-orbital derivation

Let f_i be 1 for filled orbitals and 0 for empty ones, so that P = C diag(f) Cᴴ. Put R = CᴴQC and r_i = R_ii, the occupation of orbital i in Q. Since R is a Hermitian projector,

r_i = Σ_j |R_ij|² ≥ r_i², hence 0 ≤ r_i ≤ 1.

The trace of a projector is its rank, so Σ r_i = N = Σ f_i. In the eigenbasis of F,

tr(FQ) = Σ e_i r_i, tr(FP) = Σ e_i f_i, tr(PQ) = Σ f_i r_i.

Expanding the square with P² = P and Q² = Q gives

tr((P − Q)²) = Σ (f_i + r_i − 2 f_i r_i).

A filled orbital contributes 1 − r_i, an empty one r_i. Because the particle numbers agree, any reference energy μ may be subtracted:

tr(FQ) − tr(FP) = Σ (e_i − μ)(r_i − f_i).

Choose μ = (e_k + e_(k+1))/2. The terms then obey

filled: (μ − e_i)(1 − r_i) ≥ (g/2)(1 − r_i)

empty: (e_i − μ) r_i ≥ (g/2) r_i

Summing over i gives the bound.

## The Lean file

```lean
import Mathlib

open Matrix

namespace EckartProjectorBound

noncomputable section

variable {n : Type*} [Fintype n] [DecidableEq n]

/-- The filling of orbital `i`: one if it belongs to the occupied set `S`, zero otherwise. -/
def filling (S : Finset n) (i : n) : ℝ := if i ∈ S then 1 else 0

/-- The density matrix built from the columns of `C` that belong to the occupied set `S`. -/
def density (C : Matrix n n ℂ) (S : Finset n) : Matrix n n ℂ :=
  C * diagonal (fun i => (filling S i : ℂ)) * Cᴴ

/-- The occupation of orbital `i` (column `i` of `C`) in the state with density matrix `Q`. -/
def occ (C Q : Matrix n n ℂ) (i : n) : ℝ := ((Cᴴ * Q * C) i i).re

variable {F C Q : Matrix n n ℂ} {e : n → ℝ} {S : Finset n}

/-- The trace of an idempotent matrix is its rank. -/
theorem trace_eq_rank (hQ : Q * Q = Q) : Q.trace = (Q.rank : ℂ) := by
  have hp : LinearMap.IsProj (LinearMap.range Q.mulVecLin) Q.mulVecLin :=
    ⟨fun x => ⟨x, rfl⟩, by rintro _ ⟨x, rfl⟩; simp [Matrix.mulVec_mulVec, hQ]⟩
  have h := hp.trace
  have hm : LinearMap.toMatrix' Q.mulVecLin = Q := LinearMap.toMatrix'_toLin' Q
  rw [LinearMap.trace_eq_matrix_trace ℂ (Pi.basisFun ℂ n),
    LinearMap.toMatrix_eq_toMatrix', hm] at h
  exact h

/-- In a Hermitian projector every orthonormal orbital has an occupation between zero
and one. -/
theorem occ_bounds (hC : Cᴴ * C = 1) (hH : Q.IsHermitian) (hQ : Q * Q = Q) (i : n) :
    0 ≤ occ C Q i ∧ occ C Q i ≤ 1 := by
  have hR : (Cᴴ * Q * C) * (Cᴴ * Q * C) = Cᴴ * Q * C := by
    calc (Cᴴ * Q * C) * (Cᴴ * Q * C) = Cᴴ * Q * (C * Cᴴ) * Q * C := by
          simp only [Matrix.mul_assoc]
      _ = Cᴴ * (Q * Q) * C := by
          rw [mul_eq_one_comm.mp hC, Matrix.mul_one, Matrix.mul_assoc Cᴴ Q Q]
      _ = Cᴴ * Q * C := by rw [hQ]
  have hRH : (Cᴴ * Q * C)ᴴ = Cᴴ * Q * C := by
    simp [Matrix.conjTranspose_mul, hH.eq, Matrix.mul_assoc]
  unfold occ
  generalize Cᴴ * Q * C = R at hR hRH ⊢
  -- a diagonal entry of a projector is the squared norm of its row
  have hs : (R i i).re = ∑ j, Complex.normSq (R i j) := by
    have h := congrArg Complex.re (congrFun (congrFun hR i) i)
    rw [← h, Matrix.mul_apply, Complex.re_sum]
    refine Finset.sum_congr rfl fun j _ => ?_
    have hj : R j i = star (R i j) := (congrFun (congrFun hRH j) i).symm
    rw [hj]
    simp [Complex.normSq_apply]
  have h1 : Complex.normSq (R i i) ≤ ∑ j, Complex.normSq (R i j) :=
    Finset.single_le_sum (f := fun j => Complex.normSq (R i j))
      (fun j _ => Complex.normSq_nonneg _) (Finset.mem_univ i)
  have h2 : Complex.normSq (R i i) ≤ (R i i).re := h1.trans_eq hs.symm
  rw [Complex.normSq_apply] at h2
  constructor <;> nlinarith [mul_self_nonneg (R i i).re, mul_self_nonneg (R i i).im]

/-- The expectation value of `F` is the sum of its levels weighted by the occupations. -/
theorem trace_mul_eq (hC : Cᴴ * C = 1) (hF : F * C = C * diagonal (fun i => (e i : ℂ)))
    (Q : Matrix n n ℂ) : (F * Q).trace.re = ∑ i, e i * occ C Q i := by
  have h : (F * Q).trace = (diagonal (fun i => (e i : ℂ)) * (Cᴴ * Q * C)).trace := by
    calc (F * Q).trace = (F * (C * Cᴴ) * Q).trace := by
          rw [mul_eq_one_comm.mp hC, Matrix.mul_one]
      _ = ((F * C) * (Cᴴ * Q)).trace := by simp only [Matrix.mul_assoc]
      _ = (C * (diagonal (fun i => (e i : ℂ)) * (Cᴴ * Q))).trace := by
          rw [hF, Matrix.mul_assoc]
      _ = _ := by rw [Matrix.trace_mul_comm]; simp only [Matrix.mul_assoc]
  rw [h]
  simp only [Matrix.trace, Matrix.diag_apply, Matrix.diagonal_mul, Complex.re_sum,
    Complex.re_ofReal_mul, occ]

/-- The orbitals are eigenvectors of their density matrix with the fillings as eigenvalues,
and the fillings are their occupations. -/
theorem density_eigen (hC : Cᴴ * C = 1) (S : Finset n) :
    density C S * C = C * diagonal (fun i => (filling S i : ℂ)) ∧
      ∀ i, occ C (density C S) i = filling S i := by
  have h : density C S * C = C * diagonal (fun i => (filling S i : ℂ)) := by
    rw [density, Matrix.mul_assoc, hC, Matrix.mul_one]
  refine ⟨h, fun i => ?_⟩
  rw [occ, Matrix.mul_assoc, h, ← Matrix.mul_assoc, hC, Matrix.one_mul,
    Matrix.diagonal_apply_eq, Complex.ofReal_re]

/-- The squared distance of two projectors, written with fillings and occupations. -/
theorem trace_sq (hC : Cᴴ * C = 1) (hQ : Q * Q = Q) (S : Finset n) :
    ((density C S - Q) ^ 2).trace.re
      = ∑ i, (filling S i + occ C Q i - 2 * (filling S i * occ C Q i)) := by
  obtain ⟨hD, hO⟩ := density_eigen hC S
  have hs := trace_mul_eq (F := 1) (e := fun _ => 1) hC (by simp) Q
  simp only [one_mul] at hs
  have h : (density C S - Q) ^ 2 = density C S * density C S - density C S * Q
      - Q * density C S + Q * Q := by
    rw [pow_two]; noncomm_ring
  rw [h, hQ, Matrix.trace_add, Matrix.trace_sub, Matrix.trace_sub,
    Matrix.trace_mul_comm Q (density C S)]
  simp only [Complex.add_re, Complex.sub_re]
  rw [trace_mul_eq hC hD, trace_mul_eq hC hD, hs]
  simp only [hO, ← Finset.sum_sub_distrib, ← Finset.sum_add_distrib]
  refine Finset.sum_congr rfl fun i _ => ?_
  by_cases hi : i ∈ S <;> simp only [filling, hi, if_true, if_false] <;> ring

/-- At equal particle number the excess energy can be counted from any reference level `μ`. -/
theorem energy_excess (hC : Cᴴ * C = 1) (hF : F * C = C * diagonal (fun i => (e i : ℂ)))
    (hQ : Q * Q = Q) (hr : Q.rank = S.card) (μ : ℝ) :
    (F * Q).trace.re - (F * density C S).trace.re
      = ∑ i, (e i - μ) * (occ C Q i - filling S i) := by
  have hs := trace_mul_eq (F := 1) (e := fun _ => 1) hC (by simp) Q
  simp only [one_mul] at hs
  have hN : ∑ i, occ C Q i = ∑ i, filling S i := by
    rw [← hs, trace_eq_rank hQ, hr]; simp [filling]
  have h : ∑ i, (e i - μ) * (occ C Q i - filling S i) = ∑ i, e i * occ C Q i
      - ∑ i, e i * filling S i - μ * (∑ i, occ C Q i - ∑ i, filling S i) := by
    simp only [← Finset.sum_sub_distrib, Finset.mul_sum]
    exact Finset.sum_congr rfl fun i _ => by ring
  rw [h, hN, trace_mul_eq hC hF, trace_mul_eq hC hF]
  simp only [(density_eigen hC S).2]
  ring

/-- If the occupied levels lie at or below `a` and the empty ones at or above `b`, the excess
energy of a projector of the same rank is at least `(b - a)/2` times its squared distance. -/
theorem gap_bound (hC : Cᴴ * C = 1) (hF : F * C = C * diagonal (fun i => (e i : ℂ)))
    {a b : ℝ} (ha : ∀ i ∈ S, e i ≤ a) (hb : ∀ i, i ∉ S → b ≤ e i)
    (hH : Q.IsHermitian) (hQ : Q * Q = Q) (hr : Q.rank = S.card) :
    (b - a) / 2 * ((density C S - Q) ^ 2).trace.re
      ≤ (F * Q).trace.re - (F * density C S).trace.re := by
  -- place the reference level in the middle of the gap and compare orbital by orbital
  rw [energy_excess hC hF hQ hr ((a + b) / 2), trace_sq hC hQ, Finset.mul_sum]
  refine Finset.sum_le_sum fun i _ => ?_
  obtain ⟨h0, h1⟩ := occ_bounds hC hH hQ i
  by_cases hi : i ∈ S
  · simp only [filling, hi, if_true]
    nlinarith [mul_nonneg (sub_nonneg.mpr (ha i hi)) (sub_nonneg.mpr h1)]
  · simp only [filling, hi, if_false]
    nlinarith [mul_nonneg (sub_nonneg.mpr (hb i hi)) h0]

/-- Eckart bound for projectors: with the levels in increasing order and the lowest `N = k + 1`
orbitals filled, every rank-`N` Hermitian projector `Q` has an excess energy of at least half
the gap times the squared distance of `Q` from the projector onto the filled orbitals. -/
theorem eckart_bound {d k : ℕ} (hk : k + 1 < d) {F C Q : Matrix (Fin d) (Fin d) ℂ}
    {e : Fin d → ℝ} (he : Monotone e) (hC : Cᴴ * C = 1)
    (hF : F * C = C * diagonal (fun i => (e i : ℂ)))
    (hH : Q.IsHermitian) (hQ : Q * Q = Q) (hr : Q.rank = k + 1) :
    (e ⟨k + 1, hk⟩ - e ⟨k, Nat.lt_of_succ_lt hk⟩) / 2
        * ((density C (Finset.Iic ⟨k, Nat.lt_of_succ_lt hk⟩) - Q) ^ 2).trace.re
      ≤ (F * Q).trace.re
        - (F * density C (Finset.Iic ⟨k, Nat.lt_of_succ_lt hk⟩)).trace.re := by
  refine gap_bound hC hF (fun i hi => he (Finset.mem_Iic.mp hi)) (fun i hi => he ?_)
    hH hQ (by rw [hr, Fin.card_Iic])
  rw [Finset.mem_Iic, not_le, Fin.lt_def] at hi
  exact Fin.le_def.mpr hi

/-- If all occupied levels equal `a` and all empty levels equal `b`, the bound is an equality
for every idempotent `Q` of the same rank. -/
theorem gap_bound_sharp {a b : ℝ} (hC : Cᴴ * C = 1)
    (hF : F * C = C * diagonal (fun i => ((if i ∈ S then a else b : ℝ) : ℂ)))
    (hQ : Q * Q = Q) (hr : Q.rank = S.card) :
    (F * Q).trace.re - (F * density C S).trace.re
      = (b - a) / 2 * ((density C S - Q) ^ 2).trace.re := by
  rw [energy_excess hC hF hQ hr ((a + b) / 2), trace_sq hC hQ, Finset.mul_sum]
  refine Finset.sum_congr rfl fun i _ => ?_
  by_cases hi : i ∈ S <;> simp only [filling, hi, if_true, if_false] <;> ring

/-- A two-level system with coupled basis states, and the projector onto the first basis
state, meet the hypotheses of the Eckart bound for one particle. -/
theorem eckart_bound_witness :
    let F : Matrix (Fin 2) (Fin 2) ℂ := !![7, -24; -24, -7]
    let C : Matrix (Fin 2) (Fin 2) ℂ := !![3/5, -4/5; 4/5, 3/5]
    let Q : Matrix (Fin 2) (Fin 2) ℂ := !![1, 0; 0, 0]
    let e : Fin 2 → ℝ := ![-25, 25]
    Monotone e ∧ Cᴴ * C = 1 ∧ F * C = C * diagonal (fun i => (e i : ℂ)) ∧
      Q.IsHermitian ∧ Q * Q = Q ∧ Q.rank = 1 := by
  intro F C Q e
  have hQ : Q * Q = Q := by
    ext i j
    fin_cases i <;> fin_cases j <;> simp [Q, Matrix.mul_apply, Fin.sum_univ_succ]
  refine ⟨?_, ?_, ?_, ?_, hQ, ?_⟩
  · intro i j
    fin_cases i <;> fin_cases j <;> norm_num [e]
  · have h3 : (starRingEnd ℂ) 3 = 3 := by apply Complex.ext <;> simp
    have h4 : (starRingEnd ℂ) 4 = 4 := by apply Complex.ext <;> simp
    have h5 : (starRingEnd ℂ) 5 = 5 := by apply Complex.ext <;> simp
    ext i j
    fin_cases i <;> fin_cases j <;>
      norm_num [C, Matrix.mul_apply, Fin.sum_univ_succ, h3, h4, h5]
  · ext i j
    fin_cases i <;> fin_cases j <;> norm_num [F, C, e, Matrix.mul_apply, Fin.sum_univ_succ]
  · show Qᴴ = Q
    ext i j
    fin_cases i <;> fin_cases j <;> simp [Q]
  · have h := trace_eq_rank hQ
    have ht : Q.trace = 1 := by simp [Q, Matrix.trace_fin_two]
    rw [ht] at h
    exact_mod_cast h.symm

end

end EckartProjectorBound
```

```lean
#print axioms EckartProjectorBound.eckart_bound
-- 'EckartProjectorBound.eckart_bound' depends on axioms: [propext, Classical.choice, Quot.sound]
#print axioms EckartProjectorBound.gap_bound_sharp
-- 'EckartProjectorBound.gap_bound_sharp' depends on axioms: [propext, Classical.choice, Quot.sound]
```

## How the lemmas follow the derivation

`occ_bounds` proves 0 ≤ r_i ≤ 1 from the row-norm identity. `trace_mul_eq` gives Σ e_i r_i and is used in three roles: with F itself, with the identity matrix to count particles, and with P in the role of F, whose "levels" are the fillings by `density_eigen`. `trace_sq` and `energy_excess` are the two sum formulas.

`gap_bound` sets μ at mid-gap and compares the sums term by term; `nlinarith` receives the products (a − e_i)(1 − r_i) ≥ 0 and (e_i − b) r_i ≥ 0. It allows any occupied set with levels at most a and empty levels at least b. `eckart_bound` specialises it to ordered levels.

`gap_bound_sharp` shows equality when all filled levels equal a and all empty ones b. `eckart_bound_witness` checks the hypotheses for a two-level system with levels ∓25. There the excess energy is 32 and the squared distance 32/25, so both sides equal 32.

## From rank to trace with `LinearMap.IsProj`

Particle number enters as a rank, but the energy argument needs a trace. `LinearMap.IsProj` says that a map sends every vector into a subspace and fixes the vectors already there. For Q and its range, the second property follows from Q² = Q. Mathlib's `hp.trace` then equates the trace with the dimension of the range, which is the rank. Hermiticity is not needed.

## Fractional occupations as another model

Q could have been a Hermitian matrix with eigenvalues between 0 and 1 and trace N. The identity r_i = Σ_j |R_ij|² would then no longer hold in general, but the bounds on the eigenvalues still give 0 ≤ r_i ≤ 1. The formula for the squared distance would become an upper bound, because tr(Q²) ≤ tr(Q), and the rest of the argument would go through; the file itself treats only projectors.
